# The change in outer-sheet charge that removes the potential step across a slab of charged planes

Consider an isolated slab stacked from identical layers, each made of two rigid, uniform sheets of opposite charge, with the positive sheet always on the same side. If the outermost sheets keep their full charge, the electrostatic potentials on the two sides of the slab differ by an amount proportional to the number of layers. The file below determines by how much both outermost charges must be reduced in magnitude to remove that difference.

```lean
import Mathlib

open Real Filter Topology

namespace PolarSlabCompensation

noncomputable section

/-- Charge density of the positive sheet in layer `j`: it is `s`, reduced by `t` in the
first layer. -/
def posCharge (s t : ℝ) (j : ℕ) : ℝ := s - if j = 0 then t else 0

/-- Charge density of the negative sheet in layer `j` of `N`: it is `-s`, changed to `-(s - t)` in
the last layer. -/
def negCharge (N : ℕ) (s t : ℝ) (j : ℕ) : ℝ := -(s - if j + 1 = N then t else 0)

/-- Electrostatic potential (Gaussian units) at height `z` of `N` layers, with sheets of density
`posCharge s t j` at `j c` and of density `negCharge N s t j` at `j c + d`. -/
def slabPotential (N : ℕ) (c d s t z : ℝ) : ℝ :=
  -2 * π * ∑ j ∈ Finset.range N,
    (posCharge s t j * |z - j * c| + negCharge N s t j * |z - (j * c + d)|)

/-- Distance from the first to the last sheet of a slab of `N ≥ 1` layers. -/
def slabWidth (N : ℕ) (c d : ℝ) : ℝ := ((N : ℝ) - 1) * c + d

/-- The charge density `s N d / ((N - 1) c + d)`, for a slab of nonzero width. -/
def compensatingCharge (N : ℕ) (c d s : ℝ) : ℝ := s * N * d / slabWidth N c d

/-- A slab of at least one layer with positive `c` and `d` has positive width. -/
theorem slabWidth_pos {N : ℕ} {c d : ℝ} (hN : 0 < N) (hc : 0 < c) (hd : 0 < d) :
    0 < slabWidth N c d := by
  have h1 : (1 : ℝ) ≤ N := by exact_mod_cast hN
  have h2 : 0 ≤ ((N : ℝ) - 1) * c := mul_nonneg (by linarith) hc.le
  unfold slabWidth
  linarith

/-- For `N ≥ 1` and positive `c` and `d`, the potential step from a point left of the slab to a
point right of it is `-4π` times `s N d` minus `t` times the slab width. -/
theorem slabPotential_step {N : ℕ} {c d : ℝ} (s t : ℝ) {zL zR : ℝ} (hN : 0 < N)
    (hc : 0 < c) (hd : 0 < d) (hL : zL ≤ 0) (hR : slabWidth N c d ≤ zR) :
    slabPotential N c d s t zR - slabPotential N c d s t zL
      = -4 * π * (s * N * d - t * slabWidth N c d) := by
  obtain ⟨n, rfl⟩ : ∃ n, N = n + 1 := ⟨N - 1, by omega⟩
  have hW : slabWidth (n + 1) c d = n * c + d := by
    unfold slabWidth
    push_cast
    ring
  rw [hW] at hR ⊢
  -- outside the slab all absolute values open with a definite sign
  have key : (∑ j ∈ Finset.range (n + 1), (posCharge s t j * |zR - j * c|
        + negCharge (n + 1) s t j * |zR - (j * c + d)|))
      - (∑ j ∈ Finset.range (n + 1), (posCharge s t j * |zL - j * c|
        + negCharge (n + 1) s t j * |zL - (j * c + d)|))
      = ∑ j ∈ Finset.range (n + 1), (2 * s * d
        - (if j = 0 then t else 0) * (zR + zL - 2 * (j * c))
        + (if j + 1 = n + 1 then t else 0) * (zR + zL - 2 * (j * c + d))) := by
    rw [← Finset.sum_sub_distrib]
    apply Finset.sum_congr rfl
    intro j hj
    have hjn : (j : ℝ) ≤ n := by
      exact_mod_cast Nat.lt_succ_iff.mp (Finset.mem_range.mp hj)
    have h1 : (j : ℝ) * c ≤ n * c := mul_le_mul_of_nonneg_right hjn hc.le
    have h0 : 0 ≤ (j : ℝ) * c := by positivity
    rw [abs_of_nonneg (show 0 ≤ zR - j * c by linarith),
      abs_of_nonneg (show 0 ≤ zR - (j * c + d) by linarith),
      abs_of_nonpos (show zL - j * c ≤ 0 by linarith),
      abs_of_nonpos (show zL - (j * c + d) ≤ 0 by linarith)]
    unfold posCharge negCharge
    ring
  -- the corrections live on the first and the last sheet only
  have first : ∑ j ∈ Finset.range (n + 1),
      (if j = 0 then t else 0) * (zR + zL - 2 * (j * c)) = t * (zR + zL) := by
    rw [Finset.sum_eq_single 0]
    · simp
    · intro j _ hj
      simp [hj]
    · intro h
      simp at h
  have last : ∑ j ∈ Finset.range (n + 1),
      (if j + 1 = n + 1 then t else 0) * (zR + zL - 2 * (j * c + d))
        = t * (zR + zL - 2 * (n * c + d)) := by
    rw [Finset.sum_eq_single n]
    · simp
    · intro j _ hj
      simp [hj]
    · intro h
      simp at h
  have total : ∑ j ∈ Finset.range (n + 1), (2 * s * d
        - (if j = 0 then t else 0) * (zR + zL - 2 * (j * c))
        + (if j + 1 = n + 1 then t else 0) * (zR + zL - 2 * (j * c + d)))
      = ((n + 1 : ℕ) : ℝ) * (2 * s * d) - t * (zR + zL)
        + t * (zR + zL - 2 * (n * c + d)) := by
    rw [Finset.sum_add_distrib, Finset.sum_sub_distrib, first, last, Finset.sum_const,
      Finset.card_range, nsmul_eq_mul]
  unfold slabPotential
  rw [← mul_sub, key, total]
  push_cast
  ring

/-- Without correction, the potential step across `N ≥ 1` layers with positive `c` and `d`
is `-4π s N d`. -/
theorem uncompensated_step {N : ℕ} {c d : ℝ} (s : ℝ) {zL zR : ℝ} (hN : 0 < N)
    (hc : 0 < c) (hd : 0 < d) (hL : zL ≤ 0) (hR : slabWidth N c d ≤ zR) :
    slabPotential N c d s 0 zR - slabPotential N c d s 0 zL = -4 * π * s * N * d := by
  rw [slabPotential_step s 0 hN hc hd hL hR]
  ring

/-- For `N ≥ 1` and positive `c` and `d`, the potential is the same on both sides of the slab
exactly when `t` equals `s N d / ((N - 1) c + d)`. -/
theorem step_vanishes_iff {N : ℕ} {c d : ℝ} (s t : ℝ) {zL zR : ℝ} (hN : 0 < N)
    (hc : 0 < c) (hd : 0 < d) (hL : zL ≤ 0) (hR : slabWidth N c d ≤ zR) :
    slabPotential N c d s t zR = slabPotential N c d s t zL
      ↔ t = compensatingCharge N c d s := by
  have hstep := slabPotential_step s t hN hc hd hL hR
  have hW := slabWidth_pos hN hc hd
  have hpi : -4 * π ≠ 0 := mul_ne_zero (by norm_num) Real.pi_ne_zero
  unfold compensatingCharge
  rw [eq_div_iff hW.ne']
  constructor
  · intro h
    rw [h, sub_self] at hstep
    have h0 := (mul_eq_zero.mp hstep.symm).resolve_left hpi
    linarith
  · intro h
    apply sub_eq_zero.mp
    rw [hstep, h, sub_self, mul_zero]

/-- For at least two layers, `0 < d < c` and `s > 0`, the compensating charge lies strictly
between `s d / c` and the full sheet charge `s`. -/
theorem compensatingCharge_bounds {N : ℕ} {c d s : ℝ} (hN : 1 < N) (hd : 0 < d)
    (hdc : d < c) (hs : 0 < s) :
    s * d / c < compensatingCharge N c d s ∧ compensatingCharge N c d s < s := by
  have hc : 0 < c := hd.trans hdc
  have hW := slabWidth_pos (by omega : 0 < N) hc hd
  have hN' : 0 < (N : ℝ) - 1 := sub_pos.mpr (by exact_mod_cast hN)
  have hgap : 0 < c - d := sub_pos.mpr hdc
  unfold compensatingCharge
  constructor
  · rw [div_lt_iff₀ hc, div_mul_eq_mul_div, lt_div_iff₀ hW]
    unfold slabWidth
    have h := mul_pos (mul_pos hs hd) hgap
    linarith
  · rw [div_lt_iff₀ hW]
    unfold slabWidth
    have h := mul_pos hs (mul_pos hN' hgap)
    linarith

/-- For `c > 0`, the compensating charge tends to `s d / c` as the number of layers grows. -/
theorem compensatingCharge_tendsto {c : ℝ} (d s : ℝ) (hc : 0 < c) :
    Tendsto (fun N : ℕ => compensatingCharge N c d s) atTop (𝓝 (s * d / c)) := by
  have h0 : Tendsto (fun N : ℕ => (d - c) / (N : ℝ)) atTop (𝓝 0) :=
    tendsto_const_div_atTop_nhds_zero_nat (d - c)
  have h1 : Tendsto (fun N : ℕ => c + (d - c) / (N : ℝ)) atTop (𝓝 c) := by
    simpa using h0.const_add c
  have h2 : Tendsto (fun N : ℕ => s * d / (c + (d - c) / (N : ℝ))) atTop
      (𝓝 (s * d / c)) := tendsto_const_nhds.div h1 hc.ne'
  refine h2.congr' ?_
  filter_upwards [eventually_gt_atTop 0] with N hN
  have hN' : (N : ℝ) ≠ 0 := by exact_mod_cast hN.ne'
  -- divide numerator and denominator by the number of layers
  have hcancel : (N : ℝ) * ((d - c) / N) = d - c := by field_simp
  have hW : slabWidth N c d = N * (c + (d - c) / N) := by
    rw [mul_add, hcancel]
    unfold slabWidth
    ring
  unfold compensatingCharge
  rw [hW, show s * N * d = N * (s * d) by ring, mul_div_mul_left _ _ hN']

/-- For `N ≥ 1` layers with positive `c` and `d` and the correction `t = s d / c`, the potential
step is `-4π s d (1 - d / c)`, whatever the number of layers. -/
theorem residual_step {N : ℕ} {c d : ℝ} (s : ℝ) {zL zR : ℝ} (hN : 0 < N)
    (hc : 0 < c) (hd : 0 < d) (hL : zL ≤ 0) (hR : slabWidth N c d ≤ zR) :
    slabPotential N c d s (s * d / c) zR - slabPotential N c d s (s * d / c) zL
      = -4 * π * (s * d * (1 - d / c)) := by
  rw [slabPotential_step s _ hN hc hd hL hR]
  have h : s * d / c * c = s * d := div_mul_cancel₀ _ hc.ne'
  unfold slabWidth
  linear_combination 4 * π * ((N : ℝ) - 1) * h

end

end PolarSlabCompensation
```

```lean
#print axioms PolarSlabCompensation.slabPotential_step
-- 'PolarSlabCompensation.slabPotential_step' depends on axioms: [propext, Classical.choice, Quot.sound]
#print axioms PolarSlabCompensation.step_vanishes_iff
-- 'PolarSlabCompensation.step_vanishes_iff' depends on axioms: [propext, Classical.choice, Quot.sound]
#print axioms PolarSlabCompensation.compensatingCharge_tendsto
-- 'PolarSlabCompensation.compensatingCharge_tendsto' depends on axioms: [propext, Classical.choice, Quot.sound]
#print axioms PolarSlabCompensation.residual_step
-- 'PolarSlabCompensation.residual_step' depends on axioms: [propext, Classical.choice, Quot.sound]
```

## Sheets, charges and the two sides of the slab

The slab has N layers, numbered j = 0, …, N−1. Layer j consists of a sheet of charge density +s at height jc and a sheet of density −s at height jc + d. The magnitude of the first positive sheet and that of the last negative sheet are both reduced by t, so the slab stays neutral. In the file, `posCharge` and `negCharge` are these corrected densities.

A uniform sheet of density q at height a has the potential −2πq|z − a| in Gaussian units, up to a constant. `slabPotential` adds this up over all 2N sheets; call the result φ(z). The distance from the first sheet to the last, `slabWidth`, is

W = (N−1)c + d.

The points `zL` and `zR` lie on the two sides of the slab: `hL` says zL ≤ 0 and `hR` says W ≤ zR. For N ≥ 1, c > 0 and d > 0, the theorem `slabPotential_step` states

φ(zR) − φ(zL) = −4π(sNd − tW).

With t = 0 this is the bare step −4πsNd of `uncompensated_step`. Under the same conditions, `step_vanishes_iff` says that the two potentials agree exactly when t equals `compensatingCharge`, which is sNd/W. The words positive, negative and "magnitude reduced by t" describe the case s > 0 and 0 ≤ t ≤ s. These three theorems hold for any real s, with t read as a signed correction; the ordering d < c and the sign s > 0 are assumed only in `compensatingCharge_bounds`.

Each sheet stands for an atomic plane averaged over its in-plane structure. The parameter t stands for a change of the surface charge, for example by vacancies or transferred electrons, placed entirely in the two outermost planes; the model does not say what causes the change or what it costs in energy. It also leaves out screening and relaxation, and it describes one isolated slab, not a periodic Ewald sum. In a plane-wave calculation that repeats the slab along its normal and uses neither a dipole correction nor a truncated Coulomb interaction, a dipole left in the slab produces a field in the vacuum that depends on the cell length; for rigid sheets, reducing both outer charges by sNd/W removes this dipole.

## Why the step is linear in t

Every sheet height a satisfies 0 ≤ a ≤ W, so |zR − a| = zR − a and |zL − a| = a − zL. The difference of the two distances is

|zR − a| − |zL − a| = zR + zL − 2a.

Leave the correction aside first. Layer j then contributes to the difference of the two sums

s(zR + zL − 2jc) − s(zR + zL − 2jc − 2d) = 2sd,

and N layers give 2sNd. The correction adds −t times the distance difference for the sheet at 0, and +t times that for the sheet at W:

−t(zR + zL) + t(zR + zL − 2W) = −2tW.

Multiplying the total 2(sNd − tW) by −2π gives the step.

The Lean proof takes the same route after writing N = n + 1, so that the last layer has index n. The statement `key` subtracts the two sums term by term and opens the absolute values with `abs_of_nonneg` and `abs_of_nonpos`. Then `first` and `last` use `Finset.sum_eq_single` to reduce each correction to the one sheet that carries it, and `total` adds the N equal contributions 2sd.

For the equivalence, −4π is nonzero, so the step vanishes exactly when tW = sNd. `slabWidth_pos` supplies W > 0, because (N−1)c ≥ 0 and d > 0, and `eq_div_iff` turns the condition into t = sNd/W.

## From one layer to a thick slab

For N = 1 the width is d and the compensating charge is s: the step disappears only when both sheets are emptied. From two layers on, with 0 < d < c and s > 0, `compensatingCharge_bounds` gives

sd/c < sNd/W < s,

so the outer sheets are weakened but keep their sign. The left inequality amounts to W < Nc, which holds because Nc − W = c − d > 0. The right one follows from

W − Nd = (N−1)(c − d) > 0.

The proof clears the denominators and uses these two positive quantities, multiplied by sd and by s respectively.

For large N, divide numerator and denominator by N:

sNd/W = sd/(c + (d − c)/N) → sd/c.

This is `compensatingCharge_tendsto`, whose only hypothesis is c > 0. Its proof takes the limit of the expression on the right and then identifies it with `compensatingCharge` for all N > 0, which is enough for a limit at infinity.

For equally spaced planes, d = c/2, the compensating charge is sN/(2N−1): the full s for one layer, 2s/3 for two, and s/2 in the limit.

## The step left by the limiting charge

Using t = sd/c in a finite slab does not remove the step when d ≠ c and s ≠ 0. Inserting this value gives

sNd − (sd/c)((N−1)c + d) = sd(1 − d/c),

so the step is −4πsd(1 − d/c) for every N ≥ 1, as `residual_step` states. The proof inserts t into the general formula and uses (sd/c)c = sd. The charge error shrinks like 1/N, but it acts across a width that grows like N, so a thicker slab does not reduce the remaining step. The value sd/c does stop the growth of the step with N, because it makes the field inside the slab average to zero over each period c. If only the two outermost sheets are changed, by the same t, equal potentials on the two sides of a finite slab require t = sNd/W.
